# Exponential solutions of Fisher's flow equations for the random transverse-field Ising chain

Consider a chain of Ising spins in which every transverse field $h$ and every nearest-neighbour coupling $J$ is drawn at random. When the disorder is strong, the largest of these energies, $\Omega$, usually far exceeds its neighbours and can be removed by second-order perturbation theory. A dominant field freezes its spin and leaves a coupling $JJ'/\Omega$ between the spins on either side. A dominant coupling locks two spins into one, which feels a field $hh'/\Omega$. Repeating the step lowers $\Omega$ and reshapes both distributions. Which distributions keep their form?

## The flow of two rates

Let $\Omega_0$ be the initial largest energy and $G=\ln(\Omega_0/\Omega)$ the scale. Write $R(b,G)$ for the probability density of the log-field $b=\ln(\Omega/h)\ge 0$, and $P(b,G)$ for that of the log-coupling, with $b=\ln(\Omega/J)$. Products of energies become sums of logarithms, hence convolutions of densities, and Fisher's equation for $R$ is

$$\frac{\partial R}{\partial G}=\frac{\partial R}{\partial b}+P(0,G)\int_0^b R(x,G)R(b-x,G)\,dx+\bigl(R(0,G)-P(0,G)\bigr)R .$$

The first term on the right arises because $b$ is measured from a falling $\Omega$. The second describes pairs of fields merged when a coupling is removed, at rate $P(0,G)$. The third accounts for the fields used up and keeps the total probability fixed. The equation for $P$ has the roles exchanged.

Try $R=r e^{-rb}$ and $P=p e^{-pb}$, where the rates $r,p$ depend on $G$. The claim is that both equations hold for all $b\ge0$ at a given scale exactly when $r'=p'=-rp$ there.

The slope in $b$ is $-r^2e^{-rb}$. In the convolution the integrand is $r^2e^{-rx}e^{-r(b-x)}=r^2e^{-rb}$, independent of $x$, so the integral is $r^2b\,e^{-rb}$. Since $R(0,G)=r$ and $P(0,G)=p$, the right-hand side equals

$$e^{-rb}\bigl[-r^2+p\,r^2b+(r-p)r\bigr]=-rp\,(1-rb)\,e^{-rb}.$$

The left-hand side is $r'(1-rb)e^{-rb}$. If $r'=-rp$, the two agree for every $b$. Conversely, $b=0$ already gives $r'=-rp$. Exchanging the roles gives $p'=-rp$.

Subtracting the two rate equations gives $(r-p)'=0$, so $D=r-p$ is conserved. If $D=0$ and $r>0$, then $(1/r)'=-r'/r^2=1$, and $1/r$ grows linearly; the simplest case is $r=p=1/G$. Fields and couplings are then distributed alike, which is the critical situation, and the mean logarithm $1/r=G$ grows without bound.

If $D\neq0$ and $p>0$, put $q=1/p$. From $p'=-p(p+D)$ follows $q'=1+Dq$, and the solution with $q(0)=0$ gives

$$p=\frac{D}{e^{DG}-1},\qquad r=p+D=\frac{-D}{e^{-DG}-1}.$$

For $D>0$ the typical couplings become ever weaker than the fields, the paramagnetic side; $D<0$ is the ferromagnetic side.

Both explicit solutions start at $G=0$ from distributions of zero width, where the assumption of strong disorder fails. Exponential distributions of finite width at $G=0$ lead to the same formulas with $G$ replaced by $G+c$, where $c>0$ is a constant. Within the strong-disorder scheme, histograms from a numerical decimation of this chain can therefore be compared with exponentials whose rates depend on two parameters, $D$ and $c$.

## Distributions and flow in Lean

```lean
import Mathlib

open MeasureTheory

namespace FisherRandomIsingFlow

noncomputable section
```

The exponential density is a function of $b$ and $G$, built from a rate that may be any real function of the scale.

```lean
/-- The exponential distribution of a logarithmic variable `b` at scale `G`, with rate `r G`. -/
def expDist (r : ℝ → ℝ) (b G : ℝ) : ℝ := r G * Real.exp (-(r G) * b)
```

`FlowAt R P b G` states Fisher's equation at one point. The number `s` is the slope in $b$, taken within the half line `Set.Ici 0`, so that it is one-sided at $b=0$. The derivative in $G$ is two-sided. The coefficients are the boundary values `R 0 G` and `P 0 G`, not rates inserted in advance.

```lean
/-- Fisher's flow equation for the distribution `R`, driven by its partner `P`, at the point
`b` of the half line and the scale `G`. -/
def FlowAt (R P : ℝ → ℝ → ℝ) (b G : ℝ) : Prop :=
  ∃ s : ℝ, HasDerivWithinAt (fun x => R x G) s (Set.Ici 0) b ∧
    HasDerivAt (fun g => R b g)
      (s + P 0 G * (∫ x in (0 : ℝ)..b, R x G * R (b - x) G)
        + (R 0 G - P 0 G) * R b G) G
```

The equation is postulated here: it stands for the second-order decimation described above, with fields and couplings statistically independent along an infinite chain. Its derivation from the Hamiltonian and the approach of other initial distributions to the exponential form are not treated.

`RateFlow` is the pair of ordinary differential equations at a single scale, and includes the differentiability of both rates there. `offRate D G` is the off-critical $p$ found above; replacing `D` by `-D` gives $r$.

```lean
/-- The flow of the two rates at scale `G`: both have derivative `-r p`. -/
def RateFlow (r p : ℝ → ℝ) (G : ℝ) : Prop :=
  HasDerivAt r (-(r G * p G)) G ∧ HasDerivAt p (-(r G * p G)) G

/-- The rate `D / (exp (D G) - 1)`, for `D ≠ 0` and `G ≠ 0`. -/
def offRate (D G : ℝ) : ℝ := D / (Real.exp (D * G) - 1)
```

## Normalisation, slope and convolution

Positivity of the rate is what makes the exponential a probability density. The proof rescales the integral of $e^{-x}$ over the positive half line.

```lean
/-- With a positive rate the exponential distribution has total probability one. -/
theorem expDist_normalised (r : ℝ → ℝ) (G : ℝ) (h : 0 < r G) :
    ∫ b in Set.Ioi (0 : ℝ), expDist r b G = 1 := by
  have h1 := integral_comp_mul_left_Ioi (fun x : ℝ => Real.exp (-x)) 0 h
  rw [mul_zero, integral_exp_neg_Ioi_zero, smul_eq_mul, mul_one] at h1
  simp only [expDist, neg_mul]
  rw [integral_const_mul, h1, mul_inv_cancel₀ h.ne']
```

The next two results are the ingredients of the calculation. The slope comes from the chain rule. For the convolution, `h` records that the integrand is constant in $x$, after which the integral is that constant times $b$. Neither needs a sign condition on the rate.

```lean
/-- The slope of the exponential distribution in the logarithmic variable. -/
theorem expDist_slope (r : ℝ → ℝ) (b G : ℝ) :
    HasDerivAt (fun x => expDist r x G) (-(r G) ^ 2 * Real.exp (-(r G) * b)) b := by
  have h : HasDerivAt (fun x : ℝ => -(r G) * x) (-(r G)) b :=
    ((hasDerivAt_id' b).const_mul (-(r G))).congr_deriv (mul_one _)
  exact (h.exp.const_mul (r G)).congr_deriv (by ring)

/-- The convolution of the exponential distribution with itself is `r² b exp (-r b)`. -/
theorem self_convolution (r : ℝ → ℝ) (b G : ℝ) :
    ∫ x in (0 : ℝ)..b, expDist r x G * expDist r (b - x) G
      = (r G) ^ 2 * b * Real.exp (-(r G) * b) := by
  -- the integrand does not depend on x
  have h : ∀ x : ℝ, expDist r x G * expDist r (b - x) G
      = (r G) ^ 2 * Real.exp (-(r G) * b) := by
    intro x
    have he : Real.exp (-(r G) * b)
        = Real.exp (-(r G) * x) * Real.exp (-(r G) * (b - x)) := by
      rw [← Real.exp_add]
      congr 1
      ring
    rw [he]
    simp only [expDist]
    ring
  simp only [h, intervalIntegral.integral_const, smul_eq_mul]
  ring
```

## Equivalence with the rate equations

The central theorem treats one equation of the pair. It says that $R$ satisfies Fisher's equation for all $b\ge0$ at scale $G$ if and only if $r$ has derivative $-rp$ at $G$.

```lean
/-- The exponential distribution of rate `r` obeys the flow equation on the whole half line,
with an exponential partner of rate `p`, exactly when `r' = -r p`. -/
theorem flow_iff_rate (r p : ℝ → ℝ) (G : ℝ) :
    (∀ b, 0 ≤ b → FlowAt (expDist r) (expDist p) b G) ↔
      HasDerivAt r (-(r G * p G)) G := by
  constructor
  · -- at b = 0 the distribution is the rate itself
    intro h
    obtain ⟨s, hs, hG⟩ := h 0 le_rfl
    have hu : UniqueDiffWithinAt ℝ (Set.Ici (0 : ℝ)) 0 :=
      uniqueDiffOn_Ici (0 : ℝ) 0 (by simp)
    have e : s = -(r G) ^ 2 * Real.exp (-(r G) * 0) :=
      (hs.derivWithin hu).symm.trans
        ((expDist_slope r 0 G).hasDerivWithinAt.derivWithin hu)
    have hr := hG.congr_of_eventuallyEq (f₁ := r)
      (Filter.Eventually.of_forall fun g => by simp [expDist])
    refine hr.congr_deriv ?_
    rw [self_convolution, e]
    simp only [expDist, mul_zero, Real.exp_zero, mul_one]
    ring
  · intro hr b _
    refine ⟨_, (expDist_slope r b G).hasDerivWithinAt, ?_⟩
    have h1 : HasDerivAt (fun g => -(r g) * b) (-(-(r G * p G)) * b) G :=
      hr.fun_neg.mul_const b
    refine (hr.fun_mul h1.exp).congr_deriv ?_
    rw [self_convolution]
    simp only [expDist, mul_zero, Real.exp_zero, mul_one]
    ring
```

In the forward direction the hypothesis is used only at $b=0$. The slope `s` it supplies must equal the computed one, because derivatives within the half line are unique (`hu`, `e`). As $R(0,g)=r(g)$ for every $g$, the derivative in $G$ is that of $r$, whose differentiability is thus a conclusion. In the backward direction, the product and chain rules differentiate $r e^{-rb}$ in $G$, and `ring` confirms the identity with the factor $1-rb$.

The same argument settles a neighbouring problem, the spin-1/2 XX chain with random antiferromagnetic couplings. There a single log-coupling distribution obeys $\partial_GP=\partial_bP+P(0,G)\int_0^bP(x,G)P(b-x,G)\,dx$ in the strong-disorder scheme. This is Fisher's equation with both distributions equal, so the exponential form requires $p'=-p^2$, and $p=1/G$ is again a solution.

Applying the theorem twice, the second time with `r` and `p` exchanged, gives the full claim.

```lean
/-- Two exponential distributions solve Fisher's coupled flow equations at scale `G`
exactly when their rates satisfy `r' = p' = -r p` there. -/
theorem fisher_flow_iff (r p : ℝ → ℝ) (G : ℝ) :
    (∀ b, 0 ≤ b → FlowAt (expDist r) (expDist p) b G ∧
      FlowAt (expDist p) (expDist r) b G) ↔ RateFlow r p G := by
  have h1 := flow_iff_rate r p G
  have h2 := flow_iff_rate p r G
  rw [mul_comm (p G) (r G)] at h2
  unfold RateFlow
  rw [← h1, ← h2]
  exact ⟨fun h => ⟨fun b hb => (h b hb).1, fun b hb => (h b hb).2⟩,
    fun h b hb => ⟨h.1 b hb, h.2 b hb⟩⟩
```

## The conserved difference and the critical rates

A function whose derivative vanishes at every positive scale is constant there, since the positive half line is connected. Applied to $r-p$, this gives the conservation law for any two scales $G,H>0$.

```lean
/-- A quantity with vanishing derivative at all positive scales is the same at any two. -/
theorem conserved_of_deriv_zero (f : ℝ → ℝ) (hf : ∀ G, 0 < G → HasDerivAt f 0 G)
    {G H : ℝ} (hG : 0 < G) (hH : 0 < H) : f G = f H :=
  isOpen_Ioi.is_const_of_deriv_eq_zero (convex_Ioi (0 : ℝ)).isPreconnected
    (fun x hx => (hf x hx).differentiableAt.differentiableWithinAt)
    (fun x hx => (hf x hx).deriv) hG hH

/-- The difference `r - p` of the two rates is conserved along the flow. -/
theorem rate_difference_conserved (r p : ℝ → ℝ) (h : ∀ G, 0 < G → RateFlow r p G)
    {G H : ℝ} (hG : 0 < G) (hH : 0 < H) : r G - p G = r H - p H :=
  conserved_of_deriv_zero (fun g => r g - p g)
    (fun g hg => ((h g hg).1.fun_sub (h g hg).2).congr_deriv (sub_self _)) hG hH
```

The following theorem assumes the rate equations and $r>0$ at all positive scales, together with $r(G_0)=p(G_0)$ at one scale $G_0$. Conservation makes the rates equal everywhere (`hp`). Then $1/r-G$ has zero derivative and is a second constant (`hc`), from which the formula for $r(G)$ follows.

```lean
/-- Let `r` and `p` obey the rate flow, with `r` positive, at all positive scales. If they coincide
at one positive scale `G₀`, they coincide at every positive scale `G`, and there `r G = 1 / (G - G₀
+ 1 / r G₀)`. -/
theorem critical_rates (r p : ℝ → ℝ) (h : ∀ G, 0 < G → RateFlow r p G)
    (hpos : ∀ G, 0 < G → 0 < r G) {G₀ : ℝ} (h₀ : 0 < G₀) (heq : r G₀ = p G₀)
    {G : ℝ} (hG : 0 < G) :
    p G = r G ∧ r G = 1 / (G - G₀ + 1 / r G₀) := by
  have hp : ∀ g, 0 < g → p g = r g := by
    intro g hg
    have := rate_difference_conserved r p h hg h₀
    linarith
  -- 1/r - G is a second conserved quantity
  have hc := conserved_of_deriv_zero (fun g => (r g)⁻¹ - g) (fun g hg => by
    have hne := (hpos g hg).ne'
    refine (((h g hg).1.fun_inv hne).fun_sub (hasDerivAt_id' g)).congr_deriv ?_
    rw [hp g hg, neg_neg, ← sq, div_self (pow_ne_zero 2 hne), sub_self]) hG h₀
  have hi : G - G₀ + 1 / r G₀ = (r G)⁻¹ := by
    rw [one_div]
    linarith
  exact ⟨hp G hG, by rw [hi, one_div, inv_inv]⟩
```

Thus every such solution is $1/(G+c)$ with a constant $c\ge0$. This $c$ is the limit of the mean logarithm $1/r$ as $G\to0$, so it measures the width of the initial distributions. For the choice $c=0$, `flow_iff_rate` turns the rate equation back into Fisher's equation; since both distributions coincide, the equation with exchanged roles is the same statement.

```lean
/-- Equal rates `r = p = 1/G` give a solution of Fisher's flow equation at every positive
scale. -/
theorem critical_solution {G b : ℝ} (hG : 0 < G) (hb : 0 ≤ b) :
    FlowAt (expDist fun g => g⁻¹) (expDist fun g => g⁻¹) b G := by
  refine (flow_iff_rate (fun g => g⁻¹) (fun g => g⁻¹) G).2 ?_ b hb
  exact (hasDerivAt_inv hG.ne').congr_deriv (by rw [sq, mul_inv])
```

## Explicit rates away from criticality

For each $D\neq0$ the last theorem provides positive rates that differ by $D$ and obey the rate equations at every $G>0$. By `fisher_flow_iff`, the corresponding exponentials solve both of Fisher's equations.

```lean
/-- For every `D ≠ 0` the rates `offRate (-D)` and `offRate D` are positive, differ by `D`
and obey the rate flow at every positive scale. -/
theorem offcritical_solution {D G : ℝ} (hD : D ≠ 0) (hG : 0 < G) :
    RateFlow (offRate (-D)) (offRate D) G ∧ 0 < offRate (-D) G ∧ 0 < offRate D G ∧
      offRate (-D) G - offRate D G = D := by
  have hne : ∀ E : ℝ, E ≠ 0 → Real.exp (E * G) - 1 ≠ 0 := fun E hE h0 =>
    mul_ne_zero hE hG.ne' (Real.exp_eq_one_iff _ |>.1 (sub_eq_zero.1 h0))
  have hpos : ∀ E : ℝ, E ≠ 0 → 0 < offRate E G := by
    intro E hE
    rcases lt_or_gt_of_ne hE with h | h
    · exact div_pos_of_neg_of_neg h
        (sub_neg.2 (Real.exp_lt_one_iff.2 (mul_neg_of_neg_of_pos h hG)))
    · exact div_pos h (sub_pos.2 (Real.one_lt_exp_iff.2 (mul_pos h hG)))
  -- the partner rate written with the same exponential
  have hpart : ∀ E : ℝ, E ≠ 0 →
      offRate (-E) G = E * Real.exp (E * G) / (Real.exp (E * G) - 1) := by
    intro E hE
    have hi : Real.exp (E * G) * Real.exp (-E * G) = 1 := by
      rw [← Real.exp_add, neg_mul, add_neg_cancel, Real.exp_zero]
    unfold offRate
    rw [div_eq_div_iff (hne (-E) (neg_ne_zero.2 hE)) (hne E hE)]
    linear_combination (-E) * hi
  have hder : ∀ E : ℝ, E ≠ 0 →
      HasDerivAt (offRate E) (-(offRate (-E) G * offRate E G)) G := by
    intro E hE
    have h1 := (((hasDerivAt_id' G).const_mul E).exp).sub_const 1
    refine ((hasDerivAt_const G E).fun_div h1 (hne E hE)).congr_deriv ?_
    rw [hpart E hE, offRate, div_mul_div_comm, ← neg_div, ← sq]
    congr 1
    ring
  refine ⟨⟨?_, hder D hD⟩, hpos _ (neg_ne_zero.2 hD), hpos D hD, ?_⟩
  · have h := hder (-D) (neg_ne_zero.2 hD)
    rwa [neg_neg, mul_comm (offRate D G)] at h
  · rw [hpart D hD, offRate, ← sub_div, div_eq_iff (hne D hD)]
    ring

end

end FisherRandomIsingFlow
```

Inside the proof, `hne` shows that the denominator $e^{EG}-1$ is nonzero, and `hpos` that it has the sign of $E$, so the rate is positive. `hpart` rewrites the partner rate as $Ee^{EG}/(e^{EG}-1)$. With this form the quotient rule in `hder` yields minus the product of the two rates. Using `hder` for both $D$ and $-D$ gives the two rate equations, and subtracting the two fractions gives $D$.

```lean
#print axioms FisherRandomIsingFlow.fisher_flow_iff
#print axioms FisherRandomIsingFlow.critical_rates
#print axioms FisherRandomIsingFlow.critical_solution
#print axioms FisherRandomIsingFlow.offcritical_solution
```

```
'FisherRandomIsingFlow.fisher_flow_iff' depends on axioms: [propext, Classical.choice, Quot.sound]
'FisherRandomIsingFlow.critical_rates' depends on axioms: [propext, Classical.choice, Quot.sound]
'FisherRandomIsingFlow.critical_solution' depends on axioms: [propext, Classical.choice, Quot.sound]
'FisherRandomIsingFlow.offcritical_solution' depends on axioms: [propext, Classical.choice, Quot.sound]
```
